# Within a Kramers pair, time-even symmetric operators are scalar and time-odd ones traceless

## Splitting a doublet to first order

To find how a weak perturbation splits an isolated Kramers doublet of an odd-electron molecule, one diagonalises its 2×2 matrix in the doublet. If the perturbation commutes with time reversal, as the potential of a static electric field does, one diagonal element gives the whole matrix and there is no first-order splitting (nor any at higher order, by Kramers' theorem). If it anticommutes, as a Zeeman term does, one diagonal and one off-diagonal element suffice.

Let $T$ be time reversal. For an odd number of electrons $T^2=-1$. If a Hamiltonian $H$ commutes with $T$ and $Hv=\varepsilon v$ with $\varepsilon$ real, then $HTv=THv=\varepsilon Tv$, so $v$ and $Tv$ share an energy. They form a Kramers pair. The relations below need no Hamiltonian and hold for any state $v$.

## Operators that commute with time reversal

The inner product is conjugate-linear in its first argument. Assume that $T$ is conjugate-linear with $\langle Tu,Tv\rangle=\langle v,u\rangle$, and that $A$ is symmetric, $\langle Au,v\rangle=\langle u,Av\rangle$.

Let $TA=AT$. Applying the rule for $T$ to the vectors $TAv$ and $v$ gives
$$\langle T(TAv),Tv\rangle=\langle v,TAv\rangle .$$
The left side is $-\langle Av,Tv\rangle=-\langle v,ATv\rangle$, and the right side is $\langle v,ATv\rangle$. Hence $\langle v,ATv\rangle=0$, and by conjugation $\langle Tv,Av\rangle=0$. For the diagonal,
$$\langle Tv,ATv\rangle=\langle Tv,TAv\rangle=\langle Av,v\rangle=\langle v,Av\rangle .$$

Now let $\|v\|=1$. The choice $A=1$ shows that $v$ and $Tv$ are orthonormal. For $u=av+bTv$ and $w=cv+dTv$,
$$\langle u,Aw\rangle=(\bar a c+\bar b d)\langle v,Av\rangle=\langle v,Av\rangle\langle u,w\rangle .$$
This concerns matrix elements within the pair; $Aw$ itself may have components outside it.

The smallest nonzero case is a single spin one half, where the pair spans the whole space. There $A$ is literally a multiple of the identity.

## Operators that anticommute with time reversal

Let $TA=-AT$. Then
$$-\langle Tv,ATv\rangle=\langle Tv,TAv\rangle=\langle Av,v\rangle=\langle v,Av\rangle .$$
Write $m=\langle v,Av\rangle$, which is real, and $k=\langle v,ATv\rangle$. The pair matrix has rows $(m,k)$ and $(\bar k,-m)$, so
$$\det(E-A_{\text{pair}})=(E-m)(E+m)-|k|^2=E^2-m^2-|k|^2 .$$
For unit $v$ the roots $\pm\sqrt{m^2+|k|^2}$ are the first-order shifts of an isolated doublet.

## The statement in Lean

The space `V` is any complex inner-product space. The type `V →ₛₗ[starRingEnd ℂ] V` makes `T` conjugate-linear, and `IsOddTimeReversal` holds its two other properties. In the docstrings of the general theorems, "time reversal" always means this odd-electron case; with $T^2=+1$ `electric_offdiag` would fail, as $A=1$ and a state with $Tv=v$ show. In the theorem names, "electric" and "magnetic" are short for commuting and anticommuting with $T$. `A.IsSymmetric` expresses symmetry, while `hev` and `hodd` state that `A` commutes or anticommutes with `T`. That a given field has one of these parities is an assumption in the general theorems. Since `A` is defined on all of `V`, domains of unbounded operators are not treated.

`pairMatrix` collects the four matrix elements. The determinant identity holds for every `v`; when `v` is normalised, its left side is the secular determinant of the pair.

The example is one electron in two real orbitals. An orbital splitting is time-even, and a spin Zeeman term is time-odd. The real numbers $x,y,z$ in the latter are the components of the magnetic field times $g\mu_B/2$, with $g$ the electron's g-factor and $\mu_B$ the Bohr magneton. In the first orbital's spin pair the Zeeman term has the matrix $x\sigma_x+y\sigma_y+z\sigma_z$, the general traceless Hermitian 2×2 matrix, so time-oddness alone restricts the pair matrix no further.

```lean
import Mathlib

open scoped InnerProductSpace ComplexConjugate

namespace KramersPairSelectionRules

noncomputable section

variable {V : Type*} [NormedAddCommGroup V] [InnerProductSpace ℂ V]

/-- Time reversal for an odd number of electrons: a conjugate-linear map that reverses
inner products and squares to minus one. -/
structure IsOddTimeReversal (T : V →ₛₗ[starRingEnd ℂ] V) : Prop where
  inner_map : ∀ u v, ⟪T u, T v⟫_ℂ = ⟪v, u⟫_ℂ
  sq : ∀ v, T (T v) = -v

/-- The four matrix elements of an operator `A` between `v` and its time-reversed
partner `T v`. -/
def pairMatrix (T : V →ₛₗ[starRingEnd ℂ] V) (A : V →ₗ[ℂ] V) (v : V) :
    Matrix (Fin 2) (Fin 2) ℂ :=
  !![⟪v, A v⟫_ℂ, ⟪v, A (T v)⟫_ℂ; ⟪T v, A v⟫_ℂ, ⟪T v, A (T v)⟫_ℂ]

variable {T : V →ₛₗ[starRingEnd ℂ] V} {A : V →ₗ[ℂ] V}

/-- A symmetric operator that commutes with time reversal does not couple a state to its
time-reversed partner. -/
theorem electric_offdiag (hT : IsOddTimeReversal T) (hA : A.IsSymmetric)
    (hev : ∀ x, T (A x) = A (T x)) (v : V) : ⟪v, A (T v)⟫_ℂ = 0 := by
  -- the matrix element equals its own negative
  have h := hT.inner_map (T (A v)) v
  rw [hT.sq, inner_neg_left, hA v (T v), hev v] at h
  linear_combination (-1 / 2 : ℂ) * h

/-- A symmetric operator that commutes with time reversal has the same expectation value
in a state and in its time-reversed partner. -/
theorem electric_diag (hT : IsOddTimeReversal T) (hA : A.IsSymmetric)
    (hev : ∀ x, T (A x) = A (T x)) (v : V) :
    ⟪T v, A (T v)⟫_ℂ = ⟪v, A v⟫_ℂ := by
  rw [← hev v, hT.inner_map, hA v v]

/-- Within the span of a normalised state `v` and its partner `T v`, all matrix elements of a
symmetric operator that commutes with time reversal are those of the scalar `⟪v, A v⟫`. -/
theorem electric_scalar_on_pair (hT : IsOddTimeReversal T) (hA : A.IsSymmetric)
    (hev : ∀ x, T (A x) = A (T x)) {v : V} (hv : ‖v‖ = 1) {u w : V}
    (hu : u ∈ Submodule.span ℂ {v, T v}) (hw : w ∈ Submodule.span ℂ {v, T v}) :
    ⟪u, A w⟫_ℂ = ⟪v, A v⟫_ℂ * ⟪u, w⟫_ℂ := by
  -- the pair is orthonormal
  have h1 : ⟪v, v⟫_ℂ = 1 := by
    rw [inner_self_eq_norm_sq_to_K, hv]
    simp
  have h2 : ⟪T v, T v⟫_ℂ = 1 := by rw [hT.inner_map, h1]
  have h3 : ⟪v, T v⟫_ℂ = 0 :=
    electric_offdiag (A := LinearMap.id) hT (fun _ _ => rfl) (fun _ => rfl) v
  have h4 : ⟪T v, v⟫_ℂ = 0 := by rw [← inner_conj_symm, h3, map_zero]
  -- the operator is diagonal in the pair, with equal entries
  have h5 := electric_offdiag hT hA hev v
  have h6 : ⟪T v, A v⟫_ℂ = 0 := by
    rw [← hA (T v) v, ← inner_conj_symm, h5, map_zero]
  have h7 := electric_diag hT hA hev v
  obtain ⟨a, b, rfl⟩ := Submodule.mem_span_pair.1 hu
  obtain ⟨c, d, rfl⟩ := Submodule.mem_span_pair.1 hw
  simp only [map_add, map_smul, inner_add_left, inner_add_right, inner_smul_left,
    inner_smul_right, h1, h2, h3, h4, h5, h6, h7]
  ring

/-- A symmetric operator that anticommutes with time reversal has opposite expectation values
in a state and in its time-reversed partner. -/
theorem magnetic_diag (hT : IsOddTimeReversal T) (hA : A.IsSymmetric)
    (hodd : ∀ x, T (A x) = -A (T x)) (v : V) :
    ⟪T v, A (T v)⟫_ℂ = -⟪v, A v⟫_ℂ := by
  have h := hT.inner_map v (A v)
  rw [hodd v, inner_neg_right, hA v v] at h
  linear_combination -h

/-- For a symmetric operator that anticommutes with time reversal, the determinant of `E` times the
identity minus the matrix `pairMatrix T A v` is `E² - |⟪v, A v⟫|² - |⟪v, A T v⟫|²`. -/
theorem magnetic_secular_det (hT : IsOddTimeReversal T) (hA : A.IsSymmetric)
    (hodd : ∀ x, T (A x) = -A (T x)) (v : V) (E : ℂ) :
    (E • (1 : Matrix (Fin 2) (Fin 2) ℂ) - pairMatrix T A v).det =
      E ^ 2 - ((Complex.normSq ⟪v, A v⟫_ℂ : ℂ) + (Complex.normSq ⟪v, A (T v)⟫_ℂ : ℂ)) := by
  have h10 : ⟪T v, A v⟫_ℂ = conj ⟪v, A (T v)⟫_ℂ := by
    rw [inner_conj_symm, hA (T v) v]
  have hm : conj ⟪v, A v⟫_ℂ = ⟪v, A v⟫_ℂ := by
    rw [inner_conj_symm, hA v v]
  have h1 := Complex.mul_conj ⟪v, A v⟫_ℂ
  have h2 := Complex.mul_conj ⟪v, A (T v)⟫_ℂ
  rw [hm] at h1
  rw [pairMatrix, magnetic_diag hT hA hodd v, h10]
  -- only the two independent matrix elements remain
  generalize ⟪v, A v⟫_ℂ = m at h1 ⊢
  generalize ⟪v, A (T v)⟫_ℂ = k at h2 ⊢
  have hM : E • (1 : Matrix (Fin 2) (Fin 2) ℂ) - !![m, k; conj k, -m] =
      !![E - m, -k; -conj k, E + m] := by
    ext i j
    fin_cases i <;> fin_cases j <;> simp
  rw [hM, Matrix.det_fin_two_of]
  linear_combination -h1 - h2

/-- Time reversal for one electron in two real orbitals, with components ordered as
first orbital up, down, second orbital up, down. -/
def spinT : EuclideanSpace ℂ (Fin 4) →ₛₗ[starRingEnd ℂ] EuclideanSpace ℂ (Fin 4) where
  toFun v := !₂[-conj (v 1), conj (v 0), -conj (v 3), conj (v 2)]
  map_add' u v := by ext i; fin_cases i <;> simp <;> ring
  map_smul' c v := by ext i; fin_cases i <;> simp

/-- An orbital splitting: energy `d` in the first orbital and `-d` in the second, for
both spins. -/
def orbitalSplitting (d : ℝ) :
    EuclideanSpace ℂ (Fin 4) →ₗ[ℂ] EuclideanSpace ℂ (Fin 4) where
  toFun v := !₂[d * v 0, d * v 1, -(d * v 2), -(d * v 3)]
  map_add' u v := by ext i; fin_cases i <;> simp <;> ring
  map_smul' c v := by ext i; fin_cases i <;> simp <;> ring

/-- The spin Zeeman operator `x σx + y σy + z σz`, acting alike in both orbitals. -/
def zeeman (x y z : ℝ) :
    EuclideanSpace ℂ (Fin 4) →ₗ[ℂ] EuclideanSpace ℂ (Fin 4) where
  toFun v := !₂[z * v 0 + (x - y * Complex.I) * v 1, (x + y * Complex.I) * v 0 - z * v 1,
    z * v 2 + (x - y * Complex.I) * v 3, (x + y * Complex.I) * v 2 - z * v 3]
  map_add' u v := by ext i; fin_cases i <;> simp <;> ring
  map_smul' c v := by ext i; fin_cases i <;> simp <;> ring

/-- For one electron in two orbitals, `spinT` is an odd time reversal, the orbital splitting is
symmetric and commutes with it, and the Zeeman operator is symmetric and anticommutes with it. -/
theorem spin_orbital_witness (d x y z : ℝ) :
    IsOddTimeReversal spinT ∧
    ((orbitalSplitting d).IsSymmetric ∧
      ∀ v, spinT (orbitalSplitting d v) = orbitalSplitting d (spinT v)) ∧
    ((zeeman x y z).IsSymmetric ∧
      ∀ v, spinT (zeeman x y z v) = -zeeman x y z (spinT v)) := by
  refine ⟨⟨fun u v => ?_, fun v => ?_⟩, ⟨fun u v => ?_, fun v => ?_⟩,
    ⟨fun u v => ?_, fun v => ?_⟩⟩
  · simp [spinT, PiLp.inner_apply, Fin.sum_univ_four]
    ring
  · ext i; fin_cases i <;> simp [spinT]
  · simp [orbitalSplitting, PiLp.inner_apply, Fin.sum_univ_four]
    ring
  · ext i; fin_cases i <;> simp [spinT, orbitalSplitting]
  · simp [zeeman, PiLp.inner_apply, Fin.sum_univ_four]
    ring
  · ext i; fin_cases i <;> simp [spinT, zeeman] <;> ring

/-- In the spin pair of the first orbital the Zeeman operator has the matrix
`x σx + y σy + z σz`, for any real `x`, `y`, `z`. -/
theorem zeeman_pairMatrix (x y z : ℝ) :
    pairMatrix spinT (zeeman x y z) !₂[1, 0, 0, 0] =
      !![(z : ℂ), x - y * Complex.I; x + y * Complex.I, -z] := by
  ext i j
  fin_cases i <;> fin_cases j <;>
    simp [pairMatrix, spinT, zeeman, PiLp.inner_apply, Fin.sum_univ_four]

end

end KramersPairSelectionRules
```

```lean
#print axioms KramersPairSelectionRules.electric_scalar_on_pair
-- 'KramersPairSelectionRules.electric_scalar_on_pair' depends on axioms: [propext, Classical.choice, Quot.sound]
#print axioms KramersPairSelectionRules.magnetic_secular_det
-- 'KramersPairSelectionRules.magnetic_secular_det' depends on axioms: [propext, Classical.choice, Quot.sound]
#print axioms KramersPairSelectionRules.zeeman_pairMatrix
-- 'KramersPairSelectionRules.zeeman_pairMatrix' depends on axioms: [propext, Classical.choice, Quot.sound]
```

## How the proofs follow the algebra

In `electric_offdiag`, `hT.inner_map (T (A v)) v` is the first displayed equation. The rewrites turn it into "the element equals its own negative", and `linear_combination` solves for zero. `electric_diag` is the chain of equalities for the diagonal.

`electric_scalar_on_pair` obtains orthogonality by applying `electric_offdiag` to `LinearMap.id`. `Submodule.mem_span_pair` supplies the coefficients $a,b,c,d$, `simp only` expands both sides, and `ring` compares them.

`magnetic_diag` applies the rule for $T$ to $v$ and $Av$. In `magnetic_secular_det`, `h10` relates the two off-diagonal elements and `hm` says that the diagonal one is real. After `generalize` names them `m` and `k`, what remains is the 2×2 determinant.

`spin_orbital_witness` checks the example's symmetries by components, and `zeeman_pairMatrix` computes its four matrix elements.
